# Exchange symmetry in A₂B₂ restricts a polynomial in the three signed distance combinations to $p(u^2,v^2,w^2)+uvw\,q(u^2,v^2,w^2)$

## Which polynomials survive exchange of identical nuclei?

Reverse the signs of $v$ and $w$ and keep $u$. Then $uv$ becomes $-uv$, while $u^2$ and $uvw$ stay as they were.

I meet this in A₂B₂ molecules. Let $r_{ab}$, with $a,b\in\{0,1\}$, be the distance from nucleus $a$ of type A to nucleus $b$ of type B, and set

$$\begin{aligned}u&=r_{00}+r_{01}-r_{10}-r_{11},\\ v&=r_{00}-r_{01}+r_{10}-r_{11},\\ w&=r_{00}-r_{01}-r_{10}+r_{11}.\end{aligned}$$

Exchanging the A nuclei reverses $u$ and $w$; exchanging the B nuclei reverses $v$ and $w$. I believe that a real polynomial $f(u,v,w)$ is invariant under both exactly when $f=p(u^2,v^2,w^2)+uvw\,q(u^2,v^2,w^2)$, with $p$ and $q$ unique. Can this be proved rigorously and checked by machine?

## Only monomials with exponents of equal parity remain

Yes. The two exchanges together reverse $u$ and $v$, so with the identity there are four sign operations. Summed over them, $u^iv^jw^l$ acquires the factor

$$1+(-1)^{j+l}+(-1)^{i+l}+(-1)^{i+j}.$$

This is 4 if $i,j,l$ are all even or all odd. Otherwise two of the three signs are negative and it is 0. All-even monomials are monomials in the squares; all-odd ones are $uvw$ times such a monomial. By linearity, the sum over the operations has the required form for every $f$. If $f$ is invariant, the sum is $4f$, and division by 4 gives $p$ and $q$. Conversely, each of the two exchanges preserves the squares and puts two minus signs into $uvw$, so every polynomial of this form is invariant.

For uniqueness, write $P,Q,P',Q'$ for $p,q,p',q'$ evaluated at the squares, and suppose $P+uvw\,Q=P'+uvw\,Q'$. Reversing all three signs gives $P-uvw\,Q=P'-uvw\,Q'$. Adding the two equations gives $P=P'$; what remains is $uvw\,Q=uvw\,Q'$, hence $Q=Q'$. The coefficient of $u^{2i}v^{2j}w^{2l}$ in $P$ is that of $u^iv^jw^l$ in $p$, so $p=p'$, and likewise $q=q'$.

To pass from distances to polynomials, note that any real $u,v,w$ are reached by

$$\begin{aligned}r_{00}&=\tfrac{u+v+w}{4}, & r_{01}&=\tfrac{u-v-w}{4},\\ r_{10}&=\tfrac{v-u-w}{4}, & r_{11}&=\tfrac{w-u-v}{4}.\end{aligned}$$

Invariance for all $r$ is therefore invariance at all real $(u,v,w)$, which makes the polynomials themselves equal.

In the file, `X 0`, `X 1`, `X 2` are $u,v,w$, `squares p` is $p(u^2,v^2,w^2)$, and `pairFlip k` keeps variable `k` and reverses the other two. The theorem `surface_invariant_iff` says that invariance under `swapA` and `swapB` for every real array `r` is equivalent to the existence of exactly one pair `pq` giving the stated form. The arrays include negative entries and other values that no molecule attains; invariance on the physical region alone is not the hypothesis.

The surface does not depend on the sum $s$ of the four distances, nor on the A–A and B–B distances, so it describes a potential with these held fixed. The algebraic theorem `pairInvariant_iff` is wider: its coefficients lie in any domain `R` that is an algebra over the reals, such as $\mathbb{R}[s]$. For a polynomial fit in these three coordinates, the form builds in the exchange symmetry without symmetrising the data.

```lean
import Mathlib

open MvPolynomial

namespace A2B2Symmetry

noncomputable section

variable {R : Type*} [CommRing R]

/-- The sign operation that keeps variable `k` and reverses the other two. -/
def pairFlip (k : Fin 3) : MvPolynomial (Fin 3) R →ₐ[R] MvPolynomial (Fin 3) R :=
  aeval fun i => if i = k then X i else -X i

/-- The substitution `p(u, v, w) ↦ p(u², v², w²)`. -/
def squares : MvPolynomial (Fin 3) R →ₐ[R] MvPolynomial (Fin 3) R :=
  aeval fun i => X i ^ 2

/-- Invariance under reversing the signs of any two of the three variables. -/
def PairInvariant (f : MvPolynomial (Fin 3) R) : Prop :=
  ∀ k, pairFlip k f = f

/-- A monomial in three variables written out as a product of powers. -/
theorem monomial_three (m : Fin 3 →₀ ℕ) (a : R) :
    monomial m a = C a * (X 0 ^ m 0 * X 1 ^ m 1 * X 2 ^ m 2) := by
  rw [monomial_eq, Finsupp.prod_fintype _ _ (fun i => pow_zero _), Fin.prod_univ_three]

/-- A polynomial in the squares is unchanged by any substitution that preserves
the square of each variable. -/
theorem squares_fixed (g : Fin 3 → MvPolynomial (Fin 3) R)
    (hg : ∀ i, g i ^ 2 = X i ^ 2) (p : MvPolynomial (Fin 3) R) :
    aeval g (squares p) = squares p := by
  have h : (aeval g).comp (squares (R := R)) = squares :=
    algHom_ext fun i => by simp [squares, hg]
  exact DFunLike.congr_fun h p

/-- A polynomial is determined by the result of substituting the squared variables. -/
theorem squares_injective : Function.Injective (squares (R := R)) := by
  -- the coefficient of the doubled exponent recovers the original coefficient
  have key : ∀ (p : MvPolynomial (Fin 3) R) (m : Fin 3 →₀ ℕ),
      coeff (m + m) (squares p) = coeff m p := by
    intro p m
    induction p using MvPolynomial.induction_on' with
    | monomial n a =>
      have h1 : squares (monomial n a) = monomial (n + n) a := by
        rw [monomial_three n a, monomial_three (n + n) a]
        simp only [squares, map_mul, map_pow, aeval_X, aeval_C, algebraMap_eq,
          Finsupp.add_apply]
        ring
      have h2 : n + n = m + m ↔ n = m := by
        refine ⟨fun h => Finsupp.ext fun i => ?_, fun h => by rw [h]⟩
        have h3 := DFunLike.congr_fun h i
        simp only [Finsupp.add_apply] at h3
        omega
      rw [h1, coeff_monomial, coeff_monomial]
      simp only [h2]
    | add p q hp hq => simp only [map_add, coeff_add, hp, hq]
  intro p q h
  ext m
  rw [← key p m, ← key q m, h]

/-- The sum of a polynomial over the four sign operations has the form
`p(u², v², w²) + uvw q(u², v², w²)`. -/
theorem orbit_sum_form (f : MvPolynomial (Fin 3) R) :
    ∃ p q, f + pairFlip 0 f + pairFlip 1 f + pairFlip 2 f =
      squares p + X 0 * X 1 * X 2 * squares q := by
  induction f using MvPolynomial.induction_on' with
  | monomial m a =>
    rw [monomial_three]
    generalize m 0 = i
    generalize m 1 = j
    generalize m 2 = l
    -- only equal parities of the three exponents survive the sum
    obtain ⟨i, rfl | rfl⟩ := Nat.even_or_odd' i <;>
    obtain ⟨j, rfl | rfl⟩ := Nat.even_or_odd' j <;>
    obtain ⟨l, rfl | rfl⟩ := Nat.even_or_odd' l
    on_goal 1 => refine ⟨4 * (C a * (X 0 ^ i * X 1 ^ j * X 2 ^ l)), 0, ?_⟩
    on_goal 8 => refine ⟨0, 4 * (C a * (X 0 ^ i * X 1 ^ j * X 2 ^ l)), ?_⟩
    on_goal 2 => refine ⟨0, 0, ?_⟩
    on_goal 3 => refine ⟨0, 0, ?_⟩
    on_goal 4 => refine ⟨0, 0, ?_⟩
    on_goal 5 => refine ⟨0, 0, ?_⟩
    on_goal 6 => refine ⟨0, 0, ?_⟩
    on_goal 7 => refine ⟨0, 0, ?_⟩
    all_goals
      simp only [pairFlip, squares, map_mul, map_pow, map_zero, map_ofNat, aeval_X,
        aeval_C, algebraMap_eq, Fin.reduceEq, ↓reduceIte, pow_add, pow_mul, neg_sq, pow_one]
      ring
  | add f g hf hg =>
    obtain ⟨p, q, h⟩ := hf
    obtain ⟨p', q', h'⟩ := hg
    refine ⟨p + p', q + q', ?_⟩
    simp only [map_add]
    linear_combination h + h'

/-- A polynomial in `u, v, w`, with coefficients in a domain containing the reals, is
invariant under reversing any two signs exactly when it equals
`p(u², v², w²) + uvw q(u², v², w²)` for a unique pair `p, q`. -/
theorem pairInvariant_iff [IsDomain R] [Algebra ℝ R] (f : MvPolynomial (Fin 3) R) :
    PairInvariant f ↔ ∃! pq : MvPolynomial (Fin 3) R × MvPolynomial (Fin 3) R,
      f = squares pq.1 + X 0 * X 1 * X 2 * squares pq.2 := by
  obtain ⟨c, hc⟩ : ∃ c : R, (4 : MvPolynomial (Fin 3) R) * C c = 1 := by
    refine ⟨algebraMap ℝ R (1 / 4), ?_⟩
    have h : (4 : R) * algebraMap ℝ R (1 / 4) = 1 := by
      rw [← map_ofNat (algebraMap ℝ R) 4, ← map_mul]
      norm_num
    have h' := congrArg (C (σ := Fin 3)) h
    simpa only [map_mul, map_ofNat, map_one] using h'
  constructor
  · intro hf
    -- an invariant polynomial is a quarter of its orbit sum
    obtain ⟨P, Q, hform⟩ : ∃ P Q, f = squares P + X 0 * X 1 * X 2 * squares Q := by
      obtain ⟨p, q, h⟩ := orbit_sum_form f
      rw [hf 0, hf 1, hf 2] at h
      have hs : ∀ t : MvPolynomial (Fin 3) R, squares (C c * t) = C c * squares t := by
        intro t
        simp only [squares, map_mul, aeval_C, algebraMap_eq]
      refine ⟨C c * p, C c * q, ?_⟩
      rw [hs, hs]
      linear_combination C c * h - f * hc
    refine ⟨(P, Q), hform, ?_⟩
    rintro ⟨p', q'⟩ h'
    have e := h'.symm.trans hform
    -- reversing all three signs separates the two parts
    have e' := congrArg (aeval fun i : Fin 3 => (-X i : MvPolynomial (Fin 3) R)) e
    simp only [map_add, map_mul, aeval_X,
      squares_fixed (fun i => -X i) (fun i => neg_sq (X i))] at e'
    have hp : squares p' = squares P := by
      linear_combination 2 * C c * (e + e') - (squares p' - squares P) * hc
    have hu : (X 0 * X 1 * X 2 : MvPolynomial (Fin 3) R) ≠ 0 :=
      mul_ne_zero (mul_ne_zero (X_ne_zero 0) (X_ne_zero 1)) (X_ne_zero 2)
    have hq : squares q' = squares Q :=
      mul_left_cancel₀ hu (by linear_combination e - hp)
    exact Prod.ext (squares_injective hp) (squares_injective hq)
  · rintro ⟨⟨p, q⟩, h, -⟩ k
    have hs : ∀ t : MvPolynomial (Fin 3) R, pairFlip k (squares t) = squares t :=
      squares_fixed _ fun i => by split_ifs <;> ring
    have hu : pairFlip k (X 0 * X 1 * X 2 : MvPolynomial (Fin 3) R) = X 0 * X 1 * X 2 := by
      fin_cases k <;> simp [pairFlip]
    rw [h, map_add, map_mul, hs, hs, hu]

/-- The three nontrivial symmetry coordinates `u, v, w` of the A–B distances `r a b`. -/
def symCoord (r : Fin 2 → Fin 2 → ℝ) : Fin 3 → ℝ :=
  ![r 0 0 + r 0 1 - r 1 0 - r 1 1, r 0 0 - r 0 1 + r 1 0 - r 1 1,
    r 0 0 - r 0 1 - r 1 0 + r 1 1]

/-- Exchange of the two A nuclei. -/
def swapA (r : Fin 2 → Fin 2 → ℝ) : Fin 2 → Fin 2 → ℝ := fun a b => r (Equiv.swap 0 1 a) b

/-- Exchange of the two B nuclei. -/
def swapB (r : Fin 2 → Fin 2 → ℝ) : Fin 2 → Fin 2 → ℝ := fun a b => r a (Equiv.swap 0 1 b)

/-- Exchanging the A nuclei reverses `u` and `w`; exchanging the B nuclei reverses
`v` and `w`. -/
theorem symCoord_swap (r : Fin 2 → Fin 2 → ℝ) :
    symCoord (swapA r) = (fun i => if i = 1 then symCoord r i else -symCoord r i) ∧
      symCoord (swapB r) = (fun i => if i = 0 then symCoord r i else -symCoord r i) := by
  constructor
  · ext i
    fin_cases i <;> simp [symCoord, swapA] <;> ring
  · ext i
    fin_cases i <;> simp [symCoord, swapB] <;> ring

/-- Reversing two signs in a polynomial is the same as reversing them in its arguments. -/
theorem eval_pairFlip (k : Fin 3) (x : Fin 3 → ℝ) (f : MvPolynomial (Fin 3) ℝ) :
    eval x (pairFlip k f) = eval (fun i => if i = k then x i else -x i) f := by
  induction f using MvPolynomial.induction_on with
  | C a => simp [pairFlip, algebraMap_eq]
  | add p q hp hq => simp only [map_add, hp, hq]
  | mul_X p i hp =>
    have hi : eval x (pairFlip k (X i)) = if i = k then x i else -x i := by
      rw [pairFlip, aeval_X]
      split_ifs <;> simp
    simp only [map_mul, hp, hi, eval_X]

/-- A real polynomial surface in `u, v, w` is invariant under exchange of the A nuclei and
of the B nuclei, for all real values of the four A–B distances, exactly when it is
`p(u², v², w²) + uvw q(u², v², w²)` for a unique pair `p, q`. -/
theorem surface_invariant_iff (f : MvPolynomial (Fin 3) ℝ) :
    (∀ r, eval (symCoord (swapA r)) f = eval (symCoord r) f ∧
      eval (symCoord (swapB r)) f = eval (symCoord r) f) ↔
      ∃! pq : MvPolynomial (Fin 3) ℝ × MvPolynomial (Fin 3) ℝ,
        f = squares pq.1 + X 0 * X 1 * X 2 * squares pq.2 := by
  rw [← pairInvariant_iff]
  constructor
  · intro h
    -- the distances can be chosen to give any values of the coordinates
    have sur : ∀ x, ∃ r, symCoord r = x := by
      intro x
      refine ⟨![![(x 0 + x 1 + x 2) / 4, (x 0 - x 1 - x 2) / 4],
        ![(x 1 - x 0 - x 2) / 4, (x 2 - x 0 - x 1) / 4]], ?_⟩
      ext i
      fin_cases i <;> simp [symCoord] <;> ring
    have h1 : pairFlip 1 f = f := MvPolynomial.funext fun x => by
      obtain ⟨r, rfl⟩ := sur x
      rw [eval_pairFlip, ← (symCoord_swap r).1]
      exact (h r).1
    have h0 : pairFlip 0 f = f := MvPolynomial.funext fun x => by
      obtain ⟨r, rfl⟩ := sur x
      rw [eval_pairFlip, ← (symCoord_swap r).2]
      exact (h r).2
    -- the third sign operation is the product of the two exchanges
    have hcomp : (pairFlip 1).comp (pairFlip 0) = pairFlip (R := ℝ) 2 :=
      algHom_ext fun i => by fin_cases i <;> simp [pairFlip]
    have h2 : pairFlip 2 f = f := by
      rw [← hcomp, AlgHom.comp_apply, h0, h1]
    intro k
    fin_cases k
    · exact h0
    · exact h1
    · exact h2
  · intro h r
    rw [(symCoord_swap r).1, (symCoord_swap r).2, ← eval_pairFlip 1 (symCoord r) f,
      ← eval_pairFlip 0 (symCoord r) f, h 1, h 0]
    exact ⟨rfl, rfl⟩

end

end A2B2Symmetry
```

```lean
#print axioms A2B2Symmetry.surface_invariant_iff
-- 'A2B2Symmetry.surface_invariant_iff' depends on axioms: [propext, Classical.choice, Quot.sound]
```

`monomial_three` writes out a monomial, and `orbit_sum_form` splits its exponents into eight parity cases, each closed by `ring`. `squares_fixed` says that sign changes leave polynomials in the squares alone; `squares_injective` is the comparison of coefficients. In `pairInvariant_iff`, `linear_combination` carries out the division by 4 and the addition of the two equations. `symCoord_swap` computes the effect of the exchanges, and `eval_pairFlip` moves sign changes between a polynomial and its arguments.

The step from energies to algebra rests on `MvPolynomial.funext`: over an infinite domain, two polynomials with equal values at every point are equal. In Lean a polynomial is its coefficients, not its function, so this needs a theorem. Over the two-element field it fails, since $x^2+x$ vanishes at both points without being the zero polynomial. Here it turns equal values of the surface into `pairFlip 1 f = f` and `pairFlip 0 f = f`; composing the two operations gives the third.
